# Among periodic configurations of a classical chain of spins $\pm1$ with the same interaction of range $R$ at every site, one of period at most $2^R$ has the lowest energy per site

A periodic structure can be stored as a finite cell with wrapped indices or as an infinite chain that repeats. The formal statement takes the infinite chain: a configuration $s$ assigns a spin $s_n=\pm1$ to every integer $n$, and a period, or cell length, is any integer $N\ge1$ with $s_{n+N}=s_n$ for all $n$, not necessarily the smallest. An interaction that reaches past the end of a short cell then needs no special rule.

## The energy and the bound on the cell

Let $f$ be any real function of $R+1$ successive spins, with $R\ge0$, the same function at every site. Write $w_n(s)=(s_n,\dots,s_{n+R})$ for the window at site $n$, and

$$e(s,N)=\frac1N\sum_{n=0}^{N-1} f(w_n(s))$$

for the energy per site. There is a configuration $t$ of some period $p$, with $1\le p\le 2^R$, such that $e(t,p)\le e(s,N)$ for every configuration $s$ of every period $N\ge1$.

## Where an enumeration code stops

In a ground-state search for a binary alloy with a fitted cluster expansion, the bound says when to stop enlarging the cell, provided that the model is a one-dimensional chain of equivalent sites with interactions of finite range. Take $R=3$ and

$$f=h\,s_i+J_1s_is_{i+1}+J_2s_is_{i+2}+J_3s_is_{i+3},$$

with a field $h$ and pair couplings $J_1,J_2,J_3$. The code loops over $p=1,\dots,8$ and over the $2^p$ spin lists of each length, sums $f$ with site indices taken modulo $p$, and divides by $p$. That is 510 lists before symmetry is used, and the smallest value found is the minimum over all periods. For $R=4$ the count is 131070.

## Cutting a long cell at a repeated block

**Closing a stretch.** Take the $p$ spins of $s$ from site $a$ on and repeat them: $t_m=s_{a+(m\bmod p)}$. Suppose that the next $R$ spins equal the first $R$, so $s_{a+p+k}=s_{a+k}$ for $0\le k<R$. Then $t_m=s_{a+m}$ for $0\le m<p+R$. This is clear for $m<p$; for $m=p+k$, induction gives $t_{p+k}=t_k=s_{a+k}=s_{a+p+k}$. The windows of $t$ that start at $0,\dots,p-1$ end at site $p-1+R$ at the latest, so

$$p\,e(t,p)=\sum_{n=0}^{p-1}f(w_{a+n}(s)).$$

**Finding the cut.** Let $s$ have period $N>2^R$. The sites $0,\dots,N-1$ start $N$ blocks of $R$ spins, and only $2^R$ different blocks exist. Hence two sites $i<j$ start the same block. Put $p=j-i$ and $q=N-p$, both positive and smaller than $N$.

The stretch of length $p$ from $i$ is followed by the block at $j$, which equals its own first block. The stretch of length $q$ from $j$ is followed by the block at $i+N$, which by periodicity is the block at $i$, and so again its own first block. Both stretches can be closed, into $t$ and $u$ say. A sum over one period does not depend on its starting site, so

$$p\,e(t,p)+q\,e(u,q)=\sum_{n=0}^{N-1}f(w_{i+n}(s))=N\,e(s,N).$$

Thus $e(s,N)$ is a weighted mean of the two new energies, and one of them is no higher.

**Descent.** Repeating the cut brings the period down to at most $2^R$ without raising the energy per site. Cells of that size have finitely many energies, and the smallest is the required minimum.

**Composition.** The same cut also splits the total spin of the cell. Cutting every piece until none exceeds $2^R$ sites shows that each periodic structure lies, in the plane of composition and energy per site, at a weighted mean of short-cell points. The short cells therefore give the complete convex hull, a consequence that the file below does not state.

## The Lean file

```lean
import Mathlib

open Finset

namespace SpinChainEnumeration

noncomputable section

/-- The `R + 1` consecutive spins that start at site `n`; a spin is a unit `±1` of the integers. -/
def window (R : ℕ) (s : ℤ → ℤˣ) (n : ℤ) : Fin (R + 1) → ℤˣ :=
  fun k => s (n + ((k : ℕ) : ℤ))

/-- Energy per site of a configuration with a cell of `N ≥ 1` sites: the average of the local
energy `f` over the windows that start in the cell. -/
def energyPerSite {R : ℕ} (f : (Fin (R + 1) → ℤˣ) → ℝ) (s : ℤ → ℤˣ) (N : ℕ) : ℝ :=
  (∑ n ∈ range N, f (window R s (n : ℤ))) / N

/-- The configuration that repeats the `p ≥ 1` spins of `s` starting at site `a`. -/
def repeatCell (s : ℤ → ℤˣ) (a : ℤ) (p : ℕ) : ℤ → ℤˣ :=
  fun m => s (a + m % (p : ℤ))

/-- Repeating a stretch of `p` spins gives a configuration of period `p`. -/
theorem repeatCell_periodic (s : ℤ → ℤˣ) (a : ℤ) (p : ℕ) :
    Function.Periodic (repeatCell s a p) (p : ℤ) := by
  intro m
  simp [repeatCell]

/-- If the `R` spins after a stretch of length `p ≥ 1` equal its first `R` spins, the repeated
stretch agrees with the original configuration on `p + R` sites. -/
theorem repeatCell_eq (s : ℤ → ℤˣ) (a : ℤ) (p R : ℕ)
    (h : ∀ k : ℕ, k < R → s (a + p + k) = s (a + k)) (hp : 0 < p) :
    ∀ m : ℕ, m < p + R → repeatCell s a p (m : ℤ) = s (a + m) := by
  intro m
  induction m using Nat.strong_induction_on with
  | _ m ih =>
    intro hm
    by_cases hmp : m < p
    · have e : (m : ℤ) % (p : ℤ) = m := Int.emod_eq_of_lt (by omega) (by omega)
      simp only [repeatCell, e]
    · obtain ⟨k, rfl⟩ := Nat.exists_eq_add_of_le (not_lt.mp hmp)
      have h1 := ih k (by omega) (by omega)
      have h2 := h k (by omega)
      have h3 := repeatCell_periodic s a p (k : ℤ)
      have e : ((p + k : ℕ) : ℤ) = (k : ℤ) + p := by push_cast; ring
      rw [e, h3, h1, ← h2]
      congr 1
      ring

/-- If the `R` spins after a stretch of length `p ≥ 1` equal its first `R` spins, one cell of the
repeated stretch has the energy that the stretch had in the original configuration. -/
theorem repeatCell_energy {R : ℕ} (f : (Fin (R + 1) → ℤˣ) → ℝ) (s : ℤ → ℤˣ) (a : ℤ) (p : ℕ)
    (h : ∀ k : ℕ, k < R → s (a + p + k) = s (a + k)) (hp : 0 < p) :
    (p : ℝ) * energyPerSite f (repeatCell s a p) p
      = ∑ n ∈ range p, f (window R s (a + (n : ℤ))) := by
  have hp' : (p : ℝ) ≠ 0 := by positivity
  have e : (p : ℝ) * energyPerSite f (repeatCell s a p) p
      = ∑ n ∈ range p, f (window R (repeatCell s a p) (n : ℤ)) := by
    unfold energyPerSite
    field_simp
  rw [e]
  refine Finset.sum_congr rfl fun n hn => congrArg f (funext fun k => ?_)
  have hn' := Finset.mem_range.mp hn
  have hk := k.isLt
  have key := repeatCell_eq s a p R h hp (n + (k : ℕ)) (by omega)
  push_cast at key
  simp only [window]
  rw [key, add_assoc]

/-- The sum of a periodic site quantity over one period does not depend on the starting site. -/
theorem sum_shift (g : ℤ → ℝ) (N : ℕ) (hg : Function.Periodic g (N : ℤ)) (i : ℕ) :
    ∑ n ∈ range N, g ((i : ℤ) + (n : ℤ)) = ∑ n ∈ range N, g (n : ℤ) := by
  induction i with
  | zero => simp
  | succ i ih =>
    have h1 := Finset.sum_range_succ (fun n : ℕ => g ((i : ℤ) + (n : ℤ))) N
    have h2 := Finset.sum_range_succ' (fun n : ℕ => g ((i : ℤ) + (n : ℤ))) N
    have h3 := hg (i : ℤ)
    have h4 : ∑ n ∈ range N, g (((i + 1 : ℕ) : ℤ) + (n : ℤ))
        = ∑ n ∈ range N, g ((i : ℤ) + ((n + 1 : ℕ) : ℤ)) := by
      refine Finset.sum_congr rfl fun n _ => congrArg g ?_
      push_cast
      ring
    simp only [Nat.cast_zero, add_zero] at h2
    linarith

/-- A periodic configuration with a cell of more than `2 ^ R` sites can be replaced by one with a
shorter cell and no higher energy per site. -/
theorem exists_shorter_cell {R : ℕ} (f : (Fin (R + 1) → ℤˣ) → ℝ) (s : ℤ → ℤˣ) (N : ℕ)
    (hN : 2 ^ R < N) (hs : Function.Periodic s (N : ℤ)) :
    ∃ (p : ℕ) (t : ℤ → ℤˣ), 0 < p ∧ p < N ∧ Function.Periodic t (p : ℤ) ∧
      energyPerSite f t p ≤ energyPerSite f s N := by
  -- two sites of the cell start the same block of `R` spins
  obtain ⟨i, j, hij, hj, hb⟩ : ∃ i j : ℕ, i < j ∧ j < N ∧
      ∀ k : ℕ, k < R → s ((i : ℤ) + k) = s ((j : ℤ) + k) := by
    obtain ⟨x, y, hxy, he⟩ := Fintype.exists_ne_map_eq_of_card_lt
      (fun (x : Fin N) (k : Fin R) => s (((x : ℕ) : ℤ) + ((k : ℕ) : ℤ)))
      (by simpa [Fintype.card_units_int] using hN)
    have he' : ∀ k : ℕ, k < R → s (((x : ℕ) : ℤ) + k) = s (((y : ℕ) : ℤ) + k) :=
      fun k hk => congrFun he ⟨k, hk⟩
    rcases lt_or_gt_of_ne (Fin.val_ne_of_ne hxy) with h | h
    · exact ⟨x, y, h, y.isLt, he'⟩
    · exact ⟨y, x, h, x.isLt, fun k hk => (he' k hk).symm⟩
  obtain ⟨p, hp⟩ : ∃ p, j = i + p := ⟨j - i, by omega⟩
  obtain ⟨q, hq⟩ : ∃ q, N = p + q := ⟨N - p, by omega⟩
  subst hp
  subst hq
  have hp0 : 0 < p := by omega
  have hq0 : 0 < q := by omega
  have h1 : ∀ k : ℕ, k < R → s ((i : ℤ) + p + k) = s ((i : ℤ) + k) := by
    intro k hk
    have h := hb k hk
    push_cast at h
    exact h.symm
  have h2 : ∀ k : ℕ, k < R → s ((i : ℤ) + p + q + k) = s ((i : ℤ) + p + k) := by
    intro k hk
    have h := hs ((i : ℤ) + k)
    push_cast at h
    rw [h1 k hk, ← h]
    congr 1
    ring
  -- the energies of the two pieces add up to the energy of the cell
  have E1 := repeatCell_energy f s i p h1 hp0
  have E2 := repeatCell_energy f s ((i : ℤ) + p) q h2 hq0
  have hper : Function.Periodic (fun m : ℤ => f (window R s m)) ((p + q : ℕ) : ℤ) := by
    intro m
    show f (window R s (m + ((p + q : ℕ) : ℤ))) = f (window R s m)
    refine congrArg f (funext fun k => ?_)
    simp only [window]
    rw [← hs (m + ((k : ℕ) : ℤ))]
    congr 1
    ring
  have hshift : ∑ n ∈ range (p + q), f (window R s ((i : ℤ) + (n : ℤ)))
      = ∑ n ∈ range (p + q), f (window R s (n : ℤ)) :=
    sum_shift (fun m : ℤ => f (window R s m)) (p + q) hper i
  rw [Finset.sum_range_add] at hshift
  simp only [Nat.cast_add, ← add_assoc] at hshift
  have hpR : (0 : ℝ) < p := by exact_mod_cast hp0
  have hqR : (0 : ℝ) < q := by exact_mod_cast hq0
  have E0 : ((p : ℝ) + q) * energyPerSite f s (p + q)
      = ∑ n ∈ range (p + q), f (window R s (n : ℤ)) := by
    have hne : (p : ℝ) + q ≠ 0 := by positivity
    unfold energyPerSite
    push_cast
    field_simp
  -- hence one piece is at or below the average
  by_cases hc : energyPerSite f (repeatCell s i p) p ≤ energyPerSite f s (p + q)
  · exact ⟨p, _, hp0, by omega, repeatCell_periodic s i p, hc⟩
  · refine ⟨q, _, hq0, by omega, repeatCell_periodic s ((i : ℤ) + p) q, ?_⟩
    by_contra hd
    have a1 := mul_lt_mul_of_pos_left (not_le.mp hc) hpR
    have a2 := mul_lt_mul_of_pos_left (not_le.mp hd) hqR
    linarith

/-- Every periodic configuration is matched or beaten in energy per site by one of period at most
`2 ^ R`. -/
theorem exists_short_cell {R : ℕ} (f : (Fin (R + 1) → ℤˣ) → ℝ) (N : ℕ) :
    ∀ s : ℤ → ℤˣ, 0 < N → Function.Periodic s (N : ℤ) →
    ∃ (p : ℕ) (t : ℤ → ℤˣ), 0 < p ∧ p ≤ 2 ^ R ∧ Function.Periodic t (p : ℤ) ∧
      energyPerSite f t p ≤ energyPerSite f s N := by
  induction N using Nat.strong_induction_on with
  | _ N ih =>
    intro s hN hs
    by_cases h : N ≤ 2 ^ R
    · exact ⟨N, s, hN, h, hs, le_rfl⟩
    · obtain ⟨p, t, hp, hpN, ht, hE⟩ := exists_shorter_cell f s N (not_le.mp h) hs
      obtain ⟨q, u, hq, hqR, hu, hE'⟩ := ih p hpN t hp ht
      exact ⟨q, u, hq, hqR, hu, hE'.trans hE⟩

/-- Enumeration up to `2 ^ R` sites is conclusive: some configuration of period at most `2 ^ R`
has energy per site no higher than every periodic configuration. -/
theorem exists_ground_cell {R : ℕ} (f : (Fin (R + 1) → ℤˣ) → ℝ) :
    ∃ (p : ℕ) (t : ℤ → ℤˣ), 0 < p ∧ p ≤ 2 ^ R ∧ Function.Periodic t (p : ℤ) ∧
      ∀ (N : ℕ) (s : ℤ → ℤˣ), 0 < N → Function.Periodic s (N : ℤ) →
        energyPerSite f t p ≤ energyPerSite f s N := by
  let E : Set ℝ := {e | ∃ (p : ℕ) (t : ℤ → ℤˣ), 0 < p ∧ p ≤ 2 ^ R ∧
    Function.Periodic t (p : ℤ) ∧ energyPerSite f t p = e}
  -- short cells have finitely many lists of windows, hence finitely many energies
  have hfin : E.Finite := by
    refine (Set.finite_range (fun x : (Σ p : Fin (2 ^ R + 1),
      (Fin (p : ℕ) → Fin (R + 1) → ℤˣ)) => (∑ n, f (x.2 n)) / ((x.1 : ℕ) : ℝ))).subset ?_
    rintro e ⟨p, t, _, hp, _, rfl⟩
    refine ⟨⟨⟨p, by omega⟩, fun n => window R t ((n : ℕ) : ℤ)⟩, ?_⟩
    simp only [energyPerSite, Finset.sum_range]
  have hne : E.Nonempty :=
    ⟨_, 1, fun _ => 1, one_pos, Nat.one_le_two_pow, fun _ => rfl, rfl⟩
  obtain ⟨e, ⟨p, t, hp, hpR, ht, rfl⟩, hmin⟩ := Set.exists_min_image E id hfin hne
  refine ⟨p, t, hp, hpR, ht, fun N s hN hs => ?_⟩
  obtain ⟨q, u, hq, hqR, hu, hE⟩ := exists_short_cell f N s hN hs
  exact (hmin _ ⟨q, u, hq, hqR, hu, rfl⟩).trans hE

/-- If `|f| ≤ B` and `e` is a lower bound on the energy per site of all periodic configurations,
then `N` successive windows of any configuration, periodic or not, have total energy at least
`N e - 2 R B`. -/
theorem segment_energy_bound {R : ℕ} (f : (Fin (R + 1) → ℤˣ) → ℝ) (B e : ℝ)
    (hB : ∀ w, |f w| ≤ B)
    (he : ∀ (N : ℕ) (u : ℤ → ℤˣ), 0 < N → Function.Periodic u (N : ℤ) →
      e ≤ energyPerSite f u N) (s : ℤ → ℤˣ) (N : ℕ) :
    N * e - 2 * R * B ≤ ∑ n ∈ range N, f (window R s (n : ℤ)) := by
  have hB0 : 0 ≤ B := (abs_nonneg _).trans (hB fun _ => 1)
  rcases Nat.eq_zero_or_pos N with rfl | hN
  · have h : 0 ≤ 2 * (R : ℝ) * B := by positivity
    simp only [Nat.cast_zero, zero_mul, Finset.sum_range_zero]
    linarith
  have hNR : (0 : ℝ) < N := by exact_mod_cast hN
  have h1 := mul_le_mul_of_nonneg_left
    (he N (repeatCell s 0 N) hN (repeatCell_periodic s 0 N)) hNR.le
  have h2 : (N : ℝ) * energyPerSite f (repeatCell s 0 N) N
      = ∑ n ∈ range N, f (window R (repeatCell s 0 N) (n : ℤ)) := by
    unfold energyPerSite
    field_simp
  -- closing the segment periodically changes only the last `R` windows
  have h3 : ∑ n ∈ range N, f (window R (repeatCell s 0 N) (n : ℤ))
      ≤ ∑ n ∈ range N, (f (window R s (n : ℤ)) + if n + R < N then 0 else 2 * B) := by
    refine Finset.sum_le_sum fun n _ => ?_
    split_ifs with h
    · have hw : window R (repeatCell s 0 N) (n : ℤ) = window R s (n : ℤ) := by
        funext k
        have hk := k.isLt
        have key := repeatCell_eq s 0 N 0 (fun k hk => absurd hk (Nat.not_lt_zero k)) hN
          (n + (k : ℕ)) (by omega)
        push_cast at key
        simp only [window]
        rw [key, zero_add]
      rw [hw, add_zero]
    · have a1 := (abs_le.mp (hB (window R (repeatCell s 0 N) (n : ℤ)))).2
      have a2 := (abs_le.mp (hB (window R s (n : ℤ)))).1
      linarith
  have hcard : ((range N).filter (fun n => ¬ n + R < N)).card ≤ R := by
    calc ((range N).filter (fun n => ¬ n + R < N)).card ≤ (Finset.Ico (N - R) N).card := by
          refine Finset.card_le_card fun n hn => ?_
          simp only [Finset.mem_filter, Finset.mem_range] at hn
          rw [Finset.mem_Ico]
          omega
      _ ≤ R := by rw [Nat.card_Ico]; omega
  have h4 : (((range N).filter (fun n => ¬ n + R < N)).card : ℝ) * (2 * B) ≤ R * (2 * B) :=
    mul_le_mul_of_nonneg_right (by exact_mod_cast hcard) (by linarith)
  rw [Finset.sum_add_distrib, Finset.sum_ite, Finset.sum_const_zero, zero_add,
    Finset.sum_const, nsmul_eq_mul] at h3
  linarith

/-- Antiferromagnetic coupling of second neighbours: the local energy is `s_i s_(i+2)`. -/
def secondNeighbour (w : Fin (2 + 1) → ℤˣ) : ℝ := ((w 0 : ℤ) : ℝ) * ((w 2 : ℤ) : ℝ)

/-- The configuration that repeats two spins up and two spins down. -/
def upUpDownDown (n : ℤ) : ℤˣ := if n % 4 < 2 then 1 else -1

/-- The bound `2 ^ R` is sharp for `R = 2`: with second-neighbour antiferromagnetic coupling the
up-up-down-down configuration of period 4 has energy `-1` per site, and every configuration of
period 1, 2 or 3 lies above it. -/
theorem four_site_cell_needed :
    Function.Periodic upUpDownDown ((2 ^ 2 : ℕ) : ℤ) ∧
    energyPerSite secondNeighbour upUpDownDown (2 ^ 2) = -1 ∧
    ∀ (p : ℕ) (t : ℤ → ℤˣ), 0 < p → p < 2 ^ 2 → Function.Periodic t (p : ℤ) →
      -1 < energyPerSite secondNeighbour t p := by
  have hw : ∀ (s : ℤ → ℤˣ) (n : ℤ), secondNeighbour (window 2 s n)
      = ((s n : ℤ) : ℝ) * ((s (n + 2) : ℤ) : ℝ) := by
    intro s n
    have h0 : window 2 s n 0 = s n := by simp [window]
    have h2 : window 2 s n 2 = s (n + 2) := rfl
    rw [secondNeighbour, h0, h2]
  refine ⟨fun n => ?_, ?_, fun p t hp hp4 ht => ?_⟩
  · have h : (n + ((2 ^ 2 : ℕ) : ℤ)) % 4 = n % 4 := by
      push_cast
      omega
    simp only [upUpDownDown, h]
  · norm_num [energyPerSite, hw, Finset.sum_range_succ, upUpDownDown]
  · have hp4' : p < 4 := by simpa using hp4
    clear hp4
    -- periodicity leaves at most three free spins
    interval_cases p
    · have a : t 1 = t 0 := by simpa using ht 0
      have b : t 2 = t 1 := by simpa using ht 1
      rcases Int.units_eq_one_or (t 0) with h0 | h0 <;>
        norm_num [energyPerSite, hw, Finset.sum_range_succ, a, b, h0]
    · have a : t 2 = t 0 := by simpa using ht 0
      have b : t 3 = t 1 := by simpa using ht 1
      rcases Int.units_eq_one_or (t 0) with h0 | h0 <;>
        rcases Int.units_eq_one_or (t 1) with h1 | h1 <;>
        norm_num [energyPerSite, hw, Finset.sum_range_succ, a, b, h0, h1]
    · have a : t 3 = t 0 := by simpa using ht 0
      have b : t 4 = t 1 := by simpa using ht 1
      rcases Int.units_eq_one_or (t 0) with h0 | h0 <;>
        rcases Int.units_eq_one_or (t 1) with h1 | h1 <;>
        rcases Int.units_eq_one_or (t 2) with h2 | h2 <;>
        norm_num [energyPerSite, hw, Finset.sum_range_succ, a, b, h0, h1, h2]

end

end SpinChainEnumeration
```

```lean
#print axioms SpinChainEnumeration.exists_ground_cell
#print axioms SpinChainEnumeration.segment_energy_bound
#print axioms SpinChainEnumeration.four_site_cell_needed
```

```
'SpinChainEnumeration.exists_ground_cell' depends on axioms: [propext, Classical.choice, Quot.sound]
'SpinChainEnumeration.segment_energy_bound' depends on axioms: [propext, Classical.choice, Quot.sound]
'SpinChainEnumeration.four_site_cell_needed' depends on axioms: [propext, Classical.choice, Quot.sound]
```

## What the theorems say, and for which models

A spin is an element of `ℤˣ`, the units $\pm1$ of the integers; a configuration is a map `ℤ → ℤˣ`; and `f` takes a window of type `Fin (R + 1) → ℤˣ`. The main theorem, `exists_ground_cell`, is the bound above, with no condition on `f`.

`repeatCell_eq` and `repeatCell_energy` close a stretch, and `sum_shift` moves the starting site of the sum. `exists_shorter_cell` makes the cut: `Fintype.exists_ne_map_eq_of_card_lt` is the pigeonhole step, and the last `linarith` rules out that both pieces lie above the mean. `exists_short_cell` is the descent, by strong induction on `N`. In `exists_ground_cell`, the set `E` of short-cell energies is finite because each energy is computed from a list of at most $2^R$ windows and only finitely many such lists exist, and `Set.exists_min_image` picks the smallest.

`segment_energy_bound` extends the result to configurations without a period. If $|f|\le B$ and $e$ is a lower bound for all periodic energies per site, then any $N$ successive windows have total energy at least $Ne-2RB$. Closing the segment periodically alters at most $R$ windows, each by at most $2B$. With the periodic minimum as $e$, disorder can gain only a boundary term, whose share per site vanishes as $N$ grows.

`four_site_cell_needed` shows that $2^R$ cannot be lowered for $R=2$. With $f=s_is_{i+2}$, the up-up-down-down chain has energy $-1$ per site, and every configuration of period 1, 2 or 3 lies above that. The proof runs through the spins of each short cell.

The minimum need not be unique, so longer cells may tie with it. The model is classical, at zero temperature, with two species and a strictly finite range; errors in a fitted $f$ are a separate matter. One dimension enters through the cut, where $R$ spins separate the two sides. In a plane or a crystal the boundary of a piece grows with its size, and this argument gives no bound on the cell.
